# Coverages at activities $x$ and $y^{-z}/x$ sum to one in a lattice gas with neighbour-pair weight $y$ on a finite $z$-regular graph

A configuration of the adsorbed layer is represented here by the set $S$ of occupied sites, not by a list of particle positions or a field of occupation numbers. With this choice, exchanging particles and holes means taking the complement $S^c$, and the symmetry of the isotherm becomes a statement about sums over subsets. The surface enters as a graph, whose vertices are the adsorption sites and whose edges are the pairs of sites whose occupants interact, and through the adsorption free energy of each site.

## The lattice gas and its two parameters

Let $V$ be the set of sites, $N=|V|$ their number, $E$ the set of edges, and $d_v$ the number of neighbours of site $v$. Each site holds at most one particle. Write $B(S)$ for the number of edges with both ends in $S$. The grand-canonical weight of $S$ is

$$w_x(S)=\Big(\prod_{v\in S}x_v\Big)\,y^{B(S)} .$$

The factor $y=e^{-\beta\varepsilon}$ stands for the interaction energy $\varepsilon$ of a neighbouring pair at inverse temperature $\beta$, so $y>1$ means attraction and $y<1$ repulsion. The activity $x_v=e^{\beta(\mu-\epsilon_v)}$ combines the chemical potential $\mu$ with the adsorption free energy $\epsilon_v$ of the site. The mean of an observable $f$ is

$$\langle f\rangle_x=\frac{\sum_S f(S)\,w_x(S)}{\sum_S w_x(S)} .$$

If all sites have the same activity $x$, the coverage is $\theta(x)=\langle |S|/N\rangle_x$.

## Conjugate activities

Suppose that $N\ge 1$, that every site has exactly $z$ neighbours, and that $x,y>0$. Then

$$x\,x'=y^{-z}\quad\Longrightarrow\quad \theta(x)+\theta(x')=1,$$

and in particular $\theta(y^{-z/2})=\tfrac12$. With a common adsorption free energy $\epsilon_0$, half coverage therefore occurs at $\mu=\epsilon_0+z\varepsilon/2$: the shift $z\varepsilon/2$ is the interaction energy per site of the completely filled layer.

The result follows from a more general one. On any finite graph, let $y$ and all $x_v$ be positive, and let the activities satisfy

$$x_v\,x'_v\,y^{d_v}=1\quad\text{for every site } v. \tag{1}$$

Then the ensemble at $x'$ is the particle-hole mirror image of the ensemble at $x$, and the two mean occupations of each single site sum to one. If the sites differ in their number of neighbours and $y\neq1$, condition (1) cannot hold with $x_v$ and $x'_v$ both uniform. At the symmetric point $x_v=y^{-d_v/2}$, the adsorption free energy of each site compensates for its own number of neighbours.

For grand-canonical Monte Carlo runs of this lattice gas on a finite lattice where every site has the same number of neighbours (for example a square lattice with periodic boundaries), with one pair interaction and the same adsorption free energy on all sites, the sum rule gives a check at any lattice size: the exact means obey it, so coverages from well-equilibrated runs should obey it within their statistical errors.

## Derivation by counting edges

**Bonds.** Take an edge $e$ and let $k_e\in\{0,1,2\}$ be the number of its occupied ends. Writing $[\,\cdot\,]$ for 1 if the condition holds and 0 otherwise, we have

$$[k_e=0]+k_e=1+[k_e=2],$$

since the two sides are $1,1,2$ for $k_e=0,1,2$. Now sum over all edges. The first term gives $B(S^c)$, because an edge with no occupied end has both ends in $S^c$. The second gives $\sum_{v\in S}d_v$, because each occupied site is counted once for each of its edges. Hence

$$B(S^c)+\sum_{v\in S}d_v=|E|+B(S). \tag{2}$$

**Weights.** Split the product of all $x'_v$ into the sites in $S$ and those outside it, and insert (2):

$$w_{x'}(S^c)=\prod_{v\notin S}x'_v\;y^{B(S^c)}
=\Big(\prod_{v\in V}x'_v\Big)y^{|E|}\;\prod_{v\in S}\frac{1}{x'_v\,y^{d_v}}\;y^{B(S)} .$$

By (1), each fraction equals $x_v$. Therefore

$$w_{x'}(S^c)=C\,w_x(S),\qquad C=y^{|E|}\prod_{v\in V}x'_v , \tag{3}$$

and $C$ does not depend on $S$.

**Means.** As $S$ runs through all subsets, so does $S^c$. Replacing $S$ by $S^c$ in both sums and using (3) gives

$$\langle f\rangle_{x'}=\frac{\sum_S f(S^c)\,w_{x'}(S^c)}{\sum_S w_{x'}(S^c)}
=\frac{C\sum_S f(S^c)\,w_x(S)}{C\sum_S w_x(S)}=\langle f(S^c)\rangle_x . \tag{4}$$

**Sum rules.** A site $v$ lies in exactly one of $S$ and $S^c$, so $[v\in S]+[v\in S^c]=1$. Taking the mean at $x$ and applying (4) shows that the occupations of $v$ at $x$ and $x'$ sum to one. In the same way, $|S|/N+|S^c|/N=1$ gives $\theta(x)+\theta(x')=1$. On the regular lattice, (1) with uniform activities reads $x\,x'\,y^z=1$, which is the stated condition. Setting $x=x'=y^{-z/2}$ gives $2\theta=1$.

## How the Lean definitions express the model

The type `V` is the finite set of sites and `G : SimpleGraph V` the neighbour relation. A configuration is a `Finset V`, and a sum over `S : Finset V` runs over all $2^N$ of them. The definitions `bonds`, `weight`, `partitionFn` and `mean` are $B(S)$, $w_x(S)$, the denominator and $\langle f\rangle_x$. The activity in these definitions is a function `x : V → ℝ`; `coverage` takes a single real number and uses the constant function.

The theorem `coverage_add` says: if `G.IsRegularOfDegree z`, `0 < x`, `0 < y` and `x * x' = y ^ (-(z : ℝ))`, then the two coverages add to one. Positivity of `x'` is not assumed, since it follows from the other hypotheses. The assumption `[Nonempty V]` is needed because Lean sets $0/0=0$, which would make the coverage of an empty lattice zero. The theorem `coverage_half` gives the half-filling value, while `occupation_add` and `occupation_half` are the single-site versions on an arbitrary finite graph.

A simple graph has no loops and no double edges. A periodic square lattice is thus 4-regular in this sense only if each side has at least three sites. All interacting pairs share the same $y$, and there are no three-body terms. The case $y=0$, in which neighbouring sites cannot both be occupied, is not covered. The statements concern means in a finite system and don't address the thermodynamic limit.

## The complete file

```lean
import Mathlib

open Finset

namespace AdsorptionParticleHole

noncomputable section

variable {V : Type*} [Fintype V] [DecidableEq V] (G : SimpleGraph V) [DecidableRel G.Adj]

/-- The number of neighbour pairs with both sites occupied in the configuration `S`. -/
def bonds (S : Finset V) : ℕ := (G.edgeFinset.filter (fun e => ∀ v ∈ e, v ∈ S)).card

/-- The grand-canonical weight of the occupied set `S`: a factor `x v` for each occupied site
and a factor `y` for each occupied neighbour pair. -/
def weight (x : V → ℝ) (y : ℝ) (S : Finset V) : ℝ := (∏ v ∈ S, x v) * y ^ bonds G S

/-- The grand partition function, the sum of the weights of all configurations. -/
def partitionFn (x : V → ℝ) (y : ℝ) : ℝ := ∑ S : Finset V, weight G x y S

/-- The grand-canonical mean of an observable `f` of the configuration. -/
def mean (x : V → ℝ) (y : ℝ) (f : Finset V → ℝ) : ℝ :=
  (∑ S : Finset V, f S * weight G x y S) / partitionFn G x y

/-- The mean occupation number of the site `v`. -/
def occupation (x : V → ℝ) (y : ℝ) (v : V) : ℝ :=
  mean G x y (fun S => if v ∈ S then 1 else 0)

/-- The mean fraction of occupied sites when all sites have the same activity `x`. -/
def coverage (x y : ℝ) : ℝ :=
  mean G (fun _ => x) y (fun S => (S.card : ℝ) / (Fintype.card V : ℝ))

/-- Exchanging particles and holes changes the number of occupied neighbour pairs by the total
number of pairs minus the summed coordination numbers of the occupied sites. -/
theorem bonds_compl (S : Finset V) :
    bonds G Sᶜ + ∑ v ∈ S, G.degree v = G.edgeFinset.card + bonds G S := by
  -- write the summed degrees as a sum over edges of the number of occupied ends
  have hdeg : ∑ v ∈ S, G.degree v
      = ∑ e ∈ G.edgeFinset, ∑ v ∈ S, (if v ∈ e then 1 else 0) := by
    rw [Finset.sum_comm]
    refine Finset.sum_congr rfl fun v _ => ?_
    rw [← G.card_incidenceFinset_eq_degree v, G.incidenceFinset_eq_filter v,
      Finset.card_filter]
  rw [hdeg, bonds, bonds, Finset.card_filter, Finset.card_filter, Finset.card_eq_sum_ones,
    ← Finset.sum_add_distrib, ← Finset.sum_add_distrib]
  refine Finset.sum_congr rfl fun e he => ?_
  induction e using Sym2.ind with
  | _ a b =>
    have hab : a ≠ b := by
      rw [SimpleGraph.mem_edgeFinset, SimpleGraph.mem_edgeSet] at he
      exact he.ne
    have hends : ∑ v ∈ S, (if v ∈ s(a, b) then 1 else 0)
        = (if a ∈ S then 1 else 0) + (if b ∈ S then 1 else 0) := by
      have hv : ∀ v ∈ S, (if v ∈ s(a, b) then 1 else 0)
          = (if v = a then 1 else 0) + (if v = b then 1 else 0) := by
        intro v _
        by_cases h1 : v = a
        · subst h1
          simp [hab]
        · by_cases h2 : v = b <;> simp [h1, h2, hab.symm]
      rw [Finset.sum_congr rfl hv, Finset.sum_add_distrib, Finset.sum_ite_eq',
        Finset.sum_ite_eq']
    rw [hends]
    -- the four occupation states of a single edge
    by_cases ha : a ∈ S <;> by_cases hb : b ∈ S <;> simp [ha, hb]

/-- If the activities satisfy `x v * x' v * y ^ deg v = 1` at every site, the weight of the
particle-hole exchanged configuration at `x'` is a fixed constant times the weight of the
original one at `x`. -/
theorem weight_compl {x x' : V → ℝ} {y : ℝ}
    (h : ∀ v, x v * x' v * y ^ G.degree v = 1) (S : Finset V) :
    weight G x' y Sᶜ = ((∏ v, x' v) * y ^ G.edgeFinset.card) * weight G x y S := by
  have h1 : (∏ v ∈ S, x v) * (∏ v ∈ S, x' v) * y ^ (∑ v ∈ S, G.degree v) = 1 := by
    rw [← Finset.prod_pow_eq_pow_sum, ← Finset.prod_mul_distrib, ← Finset.prod_mul_distrib]
    exact Finset.prod_eq_one fun v _ => h v
  have h2 : ∏ v, x' v = (∏ v ∈ S, x' v) * ∏ v ∈ Sᶜ, x' v :=
    (Finset.prod_mul_prod_compl S x').symm
  have h3 : y ^ bonds G Sᶜ * y ^ (∑ v ∈ S, G.degree v)
      = y ^ G.edgeFinset.card * y ^ bonds G S := by
    rw [← pow_add, ← pow_add, bonds_compl]
  unfold weight
  rw [h2]
  linear_combination (-(∏ v ∈ Sᶜ, x' v) * y ^ bonds G Sᶜ) * h1
    + ((∏ v ∈ Sᶜ, x' v) * (∏ v ∈ S, x v) * (∏ v ∈ S, x' v)) * h3

/-- Particle-hole symmetry of the ensemble: for positive `x v` and `y` with `x v * x' v * y ^ deg v
= 1` at every site, the mean of any observable at `x'` is the mean at `x` of the same observable
evaluated on the exchanged configuration. -/
theorem mean_compl {x x' : V → ℝ} {y : ℝ} (hx : ∀ v, 0 < x v) (hy : 0 < y)
    (h : ∀ v, x v * x' v * y ^ G.degree v = 1) (f : Finset V → ℝ) :
    mean G x' y f = mean G x y (fun S => f Sᶜ) := by
  have hx' : ∀ v, 0 < x' v := by
    intro v
    have h1 : x' v = (x v * y ^ G.degree v)⁻¹ :=
      eq_inv_of_mul_eq_one_left (by linear_combination h v)
    have h2 := hx v
    rw [h1]
    positivity
  obtain ⟨C, hC, hw⟩ : ∃ C : ℝ, C ≠ 0 ∧ ∀ S, weight G x' y Sᶜ = C * weight G x y S :=
    ⟨_, (mul_pos (Finset.prod_pos fun v _ => hx' v) (pow_pos hy _)).ne', weight_compl G h⟩
  -- sum over holes instead of particles
  have key : ∀ g : Finset V → ℝ, ∑ S, g Sᶜ = ∑ S, g S := fun g =>
    Equiv.sum_comp (Function.Involutive.toPerm (fun S : Finset V => Sᶜ)
      (fun S => compl_compl S)) g
  have num : ∑ S, f S * weight G x' y S = C * ∑ S, f Sᶜ * weight G x y S := by
    rw [← key (fun S => f S * weight G x' y S), Finset.mul_sum]
    refine Finset.sum_congr rfl fun S _ => ?_
    rw [hw]
    ring
  have den : partitionFn G x' y = C * partitionFn G x y := by
    unfold partitionFn
    rw [← key (fun S => weight G x' y S), Finset.mul_sum]
    exact Finset.sum_congr rfl fun S _ => hw S
  unfold mean
  rw [num, den, mul_div_mul_left _ _ hC]

/-- If two observables add up to one in every configuration, so do their means. -/
theorem mean_add_eq_one {x : V → ℝ} {y : ℝ} (hx : ∀ v, 0 < x v) (hy : 0 < y)
    {f g : Finset V → ℝ} (hfg : ∀ S, f S + g S = 1) :
    mean G x y f + mean G x y g = 1 := by
  have hZ : 0 < partitionFn G x y :=
    Finset.sum_pos (fun S _ => mul_pos (Finset.prod_pos fun v _ => hx v) (pow_pos hy _))
      Finset.univ_nonempty
  unfold mean
  rw [← add_div, ← Finset.sum_add_distrib, div_eq_one_iff_eq hZ.ne']
  refine Finset.sum_congr rfl fun S _ => ?_
  rw [← add_mul, hfg, one_mul]

/-- On any finite graph, the mean occupations of each single site at particle-hole conjugate
activities `x` and `x'` sum to one. -/
theorem occupation_add {x x' : V → ℝ} {y : ℝ} (hx : ∀ v, 0 < x v) (hy : 0 < y)
    (h : ∀ v, x v * x' v * y ^ G.degree v = 1) (v : V) :
    occupation G x y v + occupation G x' y v = 1 := by
  unfold occupation
  rw [mean_compl G hx hy h]
  refine mean_add_eq_one G hx hy fun S => ?_
  by_cases hv : v ∈ S <;> simp [hv]

/-- On any finite graph, if each site has activity `y ^ (-deg / 2)` with its own coordination
number, every site is occupied with mean one half. -/
theorem occupation_half {y : ℝ} (hy : 0 < y) (v : V) :
    occupation G (fun u => y ^ (-(G.degree u : ℝ) / 2)) y v = 1 / 2 := by
  have h := occupation_add G (x := fun u => y ^ (-(G.degree u : ℝ) / 2))
    (x' := fun u => y ^ (-(G.degree u : ℝ) / 2)) (fun u => Real.rpow_pos_of_pos hy _) hy
    (fun u => by
      have h0 : -(G.degree u : ℝ) / 2 + -(G.degree u : ℝ) / 2 + (G.degree u : ℝ) = 0 := by ring
      rw [← Real.rpow_natCast, ← Real.rpow_add hy, ← Real.rpow_add hy, h0, Real.rpow_zero]) v
  linarith

/-- On a nonempty finite `z`-regular graph, the mean coverages at activities `x` and `x'` with
`x * x' = y ^ (-z)` sum to one. -/
theorem coverage_add [Nonempty V] {z : ℕ} (hG : G.IsRegularOfDegree z) {x x' y : ℝ}
    (hx : 0 < x) (hy : 0 < y) (h : x * x' = y ^ (-(z : ℝ))) :
    coverage G x y + coverage G x' y = 1 := by
  have hc : ∀ v : V, x * x' * y ^ G.degree v = 1 := by
    intro v
    rw [hG v, h, Real.rpow_neg hy.le, Real.rpow_natCast]
    exact inv_mul_cancel₀ (pow_pos hy z).ne'
  unfold coverage
  rw [mean_compl G (x := fun _ => x) (x' := fun _ => x') (fun _ => hx) hy hc]
  refine mean_add_eq_one G (fun _ => hx) hy fun S => ?_
  -- particles and holes together fill the lattice
  have hN : (Fintype.card V : ℝ) ≠ 0 := Nat.cast_ne_zero.mpr Fintype.card_ne_zero
  have hS : (S.card : ℝ) + (Sᶜ.card : ℝ) = (Fintype.card V : ℝ) := by
    exact_mod_cast Finset.card_add_card_compl S
  rw [← add_div, hS, div_self hN]

/-- On a nonempty finite `z`-regular graph, the mean coverage at activity `y ^ (-z / 2)` is
one half. -/
theorem coverage_half [Nonempty V] {z : ℕ} (hG : G.IsRegularOfDegree z) {y : ℝ} (hy : 0 < y) :
    coverage G (y ^ (-(z : ℝ) / 2)) y = 1 / 2 := by
  have h := coverage_add G hG (x := y ^ (-(z : ℝ) / 2)) (x' := y ^ (-(z : ℝ) / 2))
    (Real.rpow_pos_of_pos hy _) hy (by rw [← Real.rpow_add hy, add_halves])
  linarith

end

end AdsorptionParticleHole
```

```lean
#print axioms AdsorptionParticleHole.occupation_half
-- 'AdsorptionParticleHole.occupation_half' depends on axioms: [propext, Classical.choice, Quot.sound]
#print axioms AdsorptionParticleHole.coverage_add
-- 'AdsorptionParticleHole.coverage_add' depends on axioms: [propext, Classical.choice, Quot.sound]
#print axioms AdsorptionParticleHole.coverage_half
-- 'AdsorptionParticleHole.coverage_half' depends on axioms: [propext, Classical.choice, Quot.sound]
```

## From the edge count to the weights

`bonds_compl` is equation (2), written with additions only so that it holds in the natural numbers without subtraction. The step `hdeg` rewrites the summed degrees as a double sum over edges and occupied sites, with `Finset.sum_comm` exchanging the order. It then suffices to compare the two sides edge by edge. `Sym2.ind` names the ends of an edge `a` and `b`, and `hab` records that they differ. `hends` expresses $k_e$ as the sum of two indicators, and the final `by_cases` line checks the four occupation states.

`weight_compl` is equation (3). Here `h1` is the product of condition (1) over the sites in $S$, `h2` splits the product of all $x'_v$, and `h3` is (2) lifted into the exponent of $y$. The derivation above divides by $x'_v\,y^{d_v}$; the Lean proof avoids division. `linear_combination` instead multiplies `h1` and `h3` by suitable factors and verifies that their sum is the desired identity.

## Complementation as a permutation of configurations

The symmetry enters the averages in `mean_compl`, through the local statement `key`: for every function `g`, the sum of `g Sᶜ` over all configurations equals the sum of `g S`. Mathlib's `Equiv.sum_comp` provides this for any bijection between finite index types, provided that the bijection is given as an `Equiv`, a map packaged with its inverse.

For complementation the inverse is the map itself. `Function.Involutive.toPerm` takes a map together with a proof that applying it twice changes nothing, and returns the corresponding permutation. The proof supplied is `compl_compl S`, the identity $(S^c)^c=S$. No separate argument for injectivity or surjectivity is required.

The proof uses `key` from right to left. In `num` and `den`, the rewrite `← key (fun S => ...)` turns a sum over particle configurations at `x'` into a sum over hole configurations, where (3) applies term by term. Spelling out the function tells Lean which sum to reindex.

## Cancelling the constant and adding the means

Before reindexing, `mean_compl` derives that every `x' v` is positive and concludes that the constant `C` is nonzero. After `num` and `den` have extracted `C` from numerator and denominator, `mul_div_mul_left` cancels it, which completes (4).

`mean_add_eq_one` states that, for positive activities and positive $y$, two observables adding to one in every configuration have means adding to one. Its proof shows that the partition function is positive, joins the two fractions and compares the resulting numerator with the partition function term by term.

The sum rules combine these two lemmas. `occupation_add` checks the cases `v ∈ S` and `v ∉ S`. `coverage_add` first turns the hypothesis on $x\,x'$ into condition (1), converting the real power $y^{-z}$ into the inverse of a natural power, and then uses `Finset.card_add_card_compl` for $|S|+|S^c|=N$. In both half-filling theorems the two activities are set equal, the laws of real exponents confirm the conjugacy condition, and `linarith` solves the equation in which twice the mean is one.
